# A bound on the energy error of a frozen f occupation in a two-block model

An f-in-core potential is represented here by keeping one diagonal block, $A$, of a finite Hermitian Hamiltonian whose other block, $C$, describes a second f-shell occupation. Its error is then $a-E$, the lowest energy of $A$ minus that of the full matrix, which is the cost of leaving out the second occupation.

```lean
import Mathlib

open Matrix
open scoped ComplexOrder Matrix.Norms.L2Operator

namespace FInCoreError

noncomputable section

variable {m n : Type*} [Fintype m] [Fintype n] [DecidableEq m] [DecidableEq n]

/-- The real number `e` is the lowest energy of `H`: the least real eigenvalue. -/
def IsLowestEnergy (H : Matrix n n ℂ) (e : ℝ) : Prop :=
  IsLeast {μ : ℝ | ∃ v : n → ℂ, v ≠ 0 ∧ H *ᵥ v = (μ : ℂ) • v} e

/-- The Hamiltonian of two f-shell occupations, with blocks `A` and `C`, coupled by `B`. -/
def coupled (A : Matrix m m ℂ) (B : Matrix m n ℂ) (C : Matrix n n ℂ) :
    Matrix (m ⊕ n) (m ⊕ n) ℂ :=
  fromBlocks A B Bᴴ C

/-- The two-level shift: how far the lowest energy of a two-level system with levels `0` and `g` (of
either sign) and coupling `b` lies below the first level, `0`. -/
def mixingShift (g b : ℝ) : ℝ := √(g ^ 2 / 4 + b ^ 2) - g / 2

/-- The Euclidean norm of a state vector. -/
def amp (v : n → ℂ) : ℝ := ‖(WithLp.toLp 2 v : EuclideanSpace ℂ n)‖

omit [DecidableEq n] in
/-- The real part of the overlap of a vector with itself is its squared norm, and a nonzero vector
has positive norm. -/
theorem overlap_self (v : n → ℂ) :
    (star v ⬝ᵥ v).re = amp v ^ 2 ∧ (v ≠ 0 → 0 < amp v) := by
  constructor
  · have h : star v ⬝ᵥ v = inner ℂ (WithLp.toLp 2 v : EuclideanSpace ℂ n)
        (WithLp.toLp 2 v : EuclideanSpace ℂ n) := by
      rw [dotProduct_comm]
      exact (EuclideanSpace.inner_eq_star_dotProduct (WithLp.toLp 2 v) (WithLp.toLp 2 v)).symm
    rw [h]
    exact inner_self_eq_norm_sq (𝕜 := ℂ) (WithLp.toLp 2 v : EuclideanSpace ℂ n)
  · intro hv
    refine norm_pos_iff.mpr (fun h => hv ?_)
    funext i
    exact congrArg (fun w : EuclideanSpace ℂ n => w.ofLp i) h

/-- Variational principle: the expectation value of a Hermitian matrix is at least its lowest
energy times the squared norm of the state. -/
theorem variational {H : Matrix n n ℂ} (hH : H.IsHermitian) {e : ℝ}
    (he : IsLowestEnergy H e) (v : n → ℂ) :
    e * amp v ^ 2 ≤ (star v ⬝ᵥ H *ᵥ v).re := by
  have hK : (H - (e : ℂ) • (1 : Matrix n n ℂ)).IsHermitian := by
    unfold Matrix.IsHermitian
    rw [conjTranspose_sub, conjTranspose_smul, conjTranspose_one, hH.eq]
    simp
  -- every eigenvalue of the shifted matrix is nonnegative
  have hP : (H - (e : ℂ) • (1 : Matrix n n ℂ)).PosSemidef := by
    refine hK.posSemidef_iff_eigenvalues_nonneg.mpr (fun i => ?_)
    have hv := hK.mulVec_eigenvectorBasis i
    have hle : e ≤ hK.eigenvalues i + e := by
      refine he.2 ⟨(hK.eigenvectorBasis i).ofLp, ?_, ?_⟩
      · intro h0
        apply hK.eigenvectorBasis.orthonormal.ne_zero i
        ext j
        exact congrFun h0 j
      · ext j
        have hj := congrFun hv j
        simp only [sub_mulVec, smul_mulVec, one_mulVec, Pi.sub_apply, Pi.smul_apply,
          smul_eq_mul, Complex.real_smul] at hj ⊢
        push_cast
        linear_combination hj
    change 0 ≤ hK.eigenvalues i
    linarith
  have h := (Complex.le_def.mp (hP.dotProduct_mulVec_nonneg v)).1
  rw [sub_mulVec, smul_mulVec, one_mulVec, dotProduct_sub, dotProduct_smul, smul_eq_mul,
    Complex.sub_re, Complex.re_ofReal_mul, (overlap_self v).1, Complex.zero_re] at h
  linarith

omit [DecidableEq m] in
/-- The real part of the coupling term `x† B y` is bounded below by minus the operator norm of the
coupling times the norms of the components. -/
theorem coupling_bound (B : Matrix m n ℂ) (x : m → ℂ) (y : n → ℂ) :
    -(‖B‖ * amp x * amp y) ≤ (star x ⬝ᵥ B *ᵥ y).re := by
  have h : star x ⬝ᵥ B *ᵥ y = inner ℂ (WithLp.toLp 2 x : EuclideanSpace ℂ m)
      (WithLp.toLp 2 (B *ᵥ y) : EuclideanSpace ℂ m) := by
    rw [dotProduct_comm]
    exact (EuclideanSpace.inner_eq_star_dotProduct (WithLp.toLp 2 x)
      (WithLp.toLp 2 (B *ᵥ y))).symm
  have h1 : ‖star x ⬝ᵥ B *ᵥ y‖ ≤ amp x * amp (B *ᵥ y) := by
    rw [h]
    exact norm_inner_le_norm _ _
  have h2 : amp (B *ᵥ y) ≤ ‖B‖ * amp y := Matrix.l2_opNorm_mulVec B (WithLp.toLp 2 y)
  have h3 := mul_le_mul_of_nonneg_left h2 (show 0 ≤ amp x from norm_nonneg _)
  have h4 := (abs_le.mp (Complex.abs_re_le_norm (star x ⬝ᵥ B *ᵥ y))).1
  linarith

/-- The shift `s` solves the two-level secular equation `s (s + g) = b²`, and both factors
are nonnegative. -/
theorem mixingShift_secular (g b : ℝ) :
    0 ≤ mixingShift g b ∧ 0 ≤ mixingShift g b + g ∧
      mixingShift g b * (mixingShift g b + g) = b ^ 2 := by
  have hR : √(g ^ 2 / 4 + b ^ 2) ^ 2 = g ^ 2 / 4 + b ^ 2 := Real.sq_sqrt (by positivity)
  have hg : |g / 2| ≤ √(g ^ 2 / 4 + b ^ 2) :=
    Real.abs_le_sqrt (by nlinarith [sq_nonneg b])
  have hg' := abs_le.mp hg
  unfold mixingShift
  refine ⟨by linarith [hg'.2], by linarith [hg'.1], ?_⟩
  linear_combination hR

omit [DecidableEq m] [DecidableEq n] in
/-- For a superposition `v` with components `x` and `y`, the real part of `v† H v`, with `H` the
coupled matrix, is the sum of the real parts of `x† A x` and `y† C y` and twice that of `x† B y`;
the squared norm of `v` is the sum of those of the components. -/
theorem mixed_state (A : Matrix m m ℂ) (B : Matrix m n ℂ) (C : Matrix n n ℂ)
    (x : m → ℂ) (y : n → ℂ) :
    (star (Sum.elim x y) ⬝ᵥ coupled A B C *ᵥ Sum.elim x y).re =
      (star x ⬝ᵥ A *ᵥ x).re + (star y ⬝ᵥ C *ᵥ y).re + 2 * (star x ⬝ᵥ B *ᵥ y).re ∧
    amp (Sum.elim x y) ^ 2 = amp x ^ 2 + amp y ^ 2 := by
  have hs : ∀ (u : m → ℂ) (w : n → ℂ),
      star (Sum.elim x y) ⬝ᵥ Sum.elim u w = star x ⬝ᵥ u + star y ⬝ᵥ w := by
    intro u w
    simp [dotProduct, Fintype.sum_sum_type]
  -- the two coupling terms are complex conjugates
  have hc : star y ⬝ᵥ Bᴴ *ᵥ x = star (star x ⬝ᵥ B *ᵥ y) := by
    rw [Matrix.dotProduct_mulVec, ← Matrix.star_mulVec]
    exact Matrix.star_dotProduct _ _
  constructor
  · rw [coupled, fromBlocks_mulVec, Sum.elim_comp_inl, Sum.elim_comp_inr, hs,
      dotProduct_add, dotProduct_add, hc]
    simp only [Complex.add_re, Complex.star_def, Complex.conj_re]
    ring
  · rw [← (overlap_self _).1, ← (overlap_self x).1, ← (overlap_self y).1, hs, Complex.add_re]

/-- For Hermitian blocks with lowest energies `a` and `c`, no real eigenvalue of the coupled
Hamiltonian lies below `a` by more than the two-level shift. -/
theorem eigenvalue_ge {A : Matrix m m ℂ} {C : Matrix n n ℂ} (B : Matrix m n ℂ)
    (hA : A.IsHermitian) (hC : C.IsHermitian) {a c μ : ℝ}
    (ha : IsLowestEnergy A a) (hc : IsLowestEnergy C c) {v : m ⊕ n → ℂ} (hv : v ≠ 0)
    (hμ : coupled A B C *ᵥ v = (μ : ℂ) • v) :
    a - mixingShift (c - a) ‖B‖ ≤ μ := by
  obtain ⟨x, y, rfl⟩ : ∃ x y, v = Sum.elim x y :=
    ⟨v ∘ Sum.inl, v ∘ Sum.inr, (Sum.elim_comp_inl_inr v).symm⟩
  obtain ⟨hE, hN⟩ := mixed_state A B C x y
  have hpos := pow_pos ((overlap_self _).2 hv) 2
  rw [hμ, dotProduct_smul, smul_eq_mul, Complex.re_ofReal_mul, (overlap_self _).1] at hE
  have h1 := variational hA ha x
  have h2 := variational hC hc y
  have h3 := coupling_bound B x y
  obtain ⟨hs, ht, hst⟩ := mixingShift_secular (c - a) ‖B‖
  set s := mixingShift (c - a) ‖B‖
  -- the coupling is dominated by completing a square
  have hq : 2 * ‖B‖ * amp x * amp y ≤ s * amp x ^ 2 + (s + (c - a)) * amp y ^ 2 := by
    have hsq : (s * amp x ^ 2 + (s + (c - a)) * amp y ^ 2) ^ 2
        - (2 * ‖B‖ * amp x * amp y) ^ 2
        = (s * amp x ^ 2 - (s + (c - a)) * amp y ^ 2) ^ 2 := by
      linear_combination 4 * amp x ^ 2 * amp y ^ 2 * hst
    refine (le_abs_self _).trans (abs_le_of_sq_le_sq ?_ (by positivity))
    linarith [sq_nonneg (s * amp x ^ 2 - (s + (c - a)) * amp y ^ 2)]
  refine le_of_mul_le_mul_right ?_ hpos
  rw [hE, hN]
  linarith

/-- Error of an f-in-core potential: for Hermitian blocks with lowest energies `a` and `c`,
freezing the first occupation overestimates the lowest energy `E` of the coupled Hamiltonian
by at most `√((c - a)² / 4 + ‖B‖²) - (c - a) / 2`, and never underestimates it. -/
theorem f_in_core_error {A : Matrix m m ℂ} {C : Matrix n n ℂ} (B : Matrix m n ℂ)
    (hA : A.IsHermitian) (hC : C.IsHermitian) {a c E : ℝ}
    (ha : IsLowestEnergy A a) (hc : IsLowestEnergy C c)
    (hE : IsLowestEnergy (coupled A B C) E) :
    0 ≤ a - E ∧ a - E ≤ √((c - a) ^ 2 / 4 + ‖B‖ ^ 2) - (c - a) / 2 := by
  constructor
  · -- trial state: the frozen-occupation ground state, padded by zero
    obtain ⟨x, hx, hAx⟩ := ha.1
    have hH : (coupled A B C).IsHermitian := hA.fromBlocks rfl hC
    have h := variational hH hE (Sum.elim x 0)
    obtain ⟨h1, h2⟩ := mixed_state A B C x 0
    have h0 : amp (0 : n → ℂ) ^ 2 = 0 := by
      rw [← (overlap_self _).1, dotProduct_zero, Complex.zero_re]
    rw [h1, h2, h0, hAx, dotProduct_smul, smul_eq_mul, Complex.re_ofReal_mul,
      (overlap_self x).1, mulVec_zero, mulVec_zero, dotProduct_zero, dotProduct_zero,
      Complex.zero_re, mul_zero, add_zero, add_zero, add_zero] at h
    linarith [le_of_mul_le_mul_right h (pow_pos ((overlap_self x).2 hx) 2)]
  · obtain ⟨v, hv, hEv⟩ := hE.1
    have h := eigenvalue_ge B hA hC ha hc hv hEv
    unfold mixingShift at h
    linarith

/-- At a valence crossing, where both Hermitian blocks have the same lowest energy `a`, the
error is at most the operator norm of the coupling. -/
theorem error_at_crossing {A : Matrix m m ℂ} {C : Matrix n n ℂ} (B : Matrix m n ℂ)
    (hA : A.IsHermitian) (hC : C.IsHermitian) {a E : ℝ}
    (ha : IsLowestEnergy A a) (hc : IsLowestEnergy C a)
    (hE : IsLowestEnergy (coupled A B C) E) : a - E ≤ ‖B‖ := by
  have h := (f_in_core_error B hA hC ha hc hE).2
  have hz : (a - a) ^ 2 / 4 + ‖B‖ ^ 2 = ‖B‖ ^ 2 := by ring
  rw [hz, Real.sqrt_sq (norm_nonneg B)] at h
  linarith

/-- For Hermitian blocks with lowest energies `a < c`, the error is at most the squared
operator norm of the coupling divided by the gap `c - a`. -/
theorem error_second_order {A : Matrix m m ℂ} {C : Matrix n n ℂ} (B : Matrix m n ℂ)
    (hA : A.IsHermitian) (hC : C.IsHermitian) {a c E : ℝ} (hac : a < c)
    (ha : IsLowestEnergy A a) (hc : IsLowestEnergy C c)
    (hE : IsLowestEnergy (coupled A B C) E) : a - E ≤ ‖B‖ ^ 2 / (c - a) := by
  have h : a - E ≤ mixingShift (c - a) ‖B‖ := (f_in_core_error B hA hC ha hc hE).2
  obtain ⟨_, _, hst⟩ := mixingShift_secular (c - a) ‖B‖
  refine h.trans ((le_div_iff₀ (sub_pos.mpr hac)).mpr ?_)
  nlinarith [sq_nonneg (mixingShift (c - a) ‖B‖)]

/-- The error bound is attained in every positive dimension: blocks `a • 1` and `c • 1` with
coupling `b • 1`, `b > 0`, have lowest energies `a` and `c`, coupling norm `b`, and a coupled
lowest energy below `a` by exactly the two-level shift. -/
theorem error_bound_sharp [Nonempty n] (a c : ℝ) {b : ℝ} (hb : 0 < b) :
    IsLowestEnergy ((a : ℂ) • (1 : Matrix n n ℂ)) a ∧
    IsLowestEnergy ((c : ℂ) • (1 : Matrix n n ℂ)) c ∧
    ‖(b : ℂ) • (1 : Matrix n n ℂ)‖ = b ∧
    IsLowestEnergy (coupled ((a : ℂ) • (1 : Matrix n n ℂ)) ((b : ℂ) • (1 : Matrix n n ℂ))
      ((c : ℂ) • (1 : Matrix n n ℂ))) (a - mixingShift (c - a) b) := by
  have hherm : ∀ r : ℝ, ((r : ℂ) • (1 : Matrix n n ℂ))ᴴ = (r : ℂ) • (1 : Matrix n n ℂ) := by
    intro r
    rw [conjTranspose_smul, conjTranspose_one, Complex.star_def, Complex.conj_ofReal]
  have hlow : ∀ r : ℝ, IsLowestEnergy ((r : ℂ) • (1 : Matrix n n ℂ)) r := by
    intro r
    refine ⟨⟨fun _ => 1, ?_, by rw [smul_mulVec, one_mulVec]⟩, ?_⟩
    · intro h
      exact one_ne_zero (congrFun h (Classical.arbitrary n))
    · rintro μ ⟨v, hv, h⟩
      rw [smul_mulVec, one_mulVec] at h
      have h' : (r : ℂ) = (μ : ℂ) := smul_left_injective ℂ hv h
      exact le_of_eq (Complex.ofReal_injective h')
  have hnorm : ‖(b : ℂ) • (1 : Matrix n n ℂ)‖ = b := by
    rw [norm_smul, CStarRing.norm_one, mul_one, Complex.norm_real, Real.norm_eq_abs,
      abs_of_pos hb]
  refine ⟨hlow a, hlow c, hnorm, ?_, ?_⟩
  · -- the explicit two-level eigenvector, repeated over all basis states
    have hst := (mixingShift_secular (c - a) b).2.2
    set s := mixingShift (c - a) b
    have hst' : (s : ℂ) * ((s : ℂ) + ((c : ℂ) - (a : ℂ))) = (b : ℂ) ^ 2 := by
      exact_mod_cast hst
    refine ⟨Sum.elim (fun _ => (s : ℂ) + ((c : ℂ) - (a : ℂ))) (fun _ => -(b : ℂ)), ?_, ?_⟩
    · intro h
      have h' : -(b : ℂ) = 0 := congrFun h (Sum.inr (Classical.arbitrary n))
      exact hb.ne' (Complex.ofReal_eq_zero.mp (neg_eq_zero.mp h'))
    · rw [coupled, hherm b, fromBlocks_mulVec, Sum.elim_comp_inl, Sum.elim_comp_inr]
      ext (i | i)
      · simp only [smul_mulVec, one_mulVec, Sum.elim_inl, Pi.add_apply, Pi.smul_apply,
          smul_eq_mul, Complex.ofReal_sub]
        linear_combination hst'
      · simp only [smul_mulVec, one_mulVec, Sum.elim_inr, Pi.add_apply, Pi.smul_apply,
          smul_eq_mul, Complex.ofReal_sub]
        ring
  · rintro μ ⟨v, hv, h⟩
    have hge := eigenvalue_ge _ (hherm a) (hherm c) (hlow a) (hlow c) hv h
    rwa [hnorm] at hge

end

end FInCoreError
```

```lean
#print axioms FInCoreError.error_at_crossing
#print axioms FInCoreError.error_second_order
#print axioms FInCoreError.error_bound_sharp
```

```
'FInCoreError.error_at_crossing' depends on axioms: [propext, Classical.choice, Quot.sound]
'FInCoreError.error_second_order' depends on axioms: [propext, Classical.choice, Quot.sound]
'FInCoreError.error_bound_sharp' depends on axioms: [propext, Classical.choice, Quot.sound]
```

## Two occupations as a block matrix

The index types `m` and `n` label orthonormal many-electron basis states with the first and second f occupation. The full Hamiltonian, `coupled A B C`, is

$$H=\begin{pmatrix}A&B\\B^\dagger&C\end{pmatrix}.$$

`IsLowestEnergy H e` says that $e$ is the least real eigenvalue of $H$, with a nonzero eigenvector; this excludes empty blocks. The norm `‖B‖` is the operator norm for Euclidean lengths, written $b$ below, and `amp v` is the length $\|v\|$ of a state vector, which need not be normalised.

For Hermitian $A$ and $C$ with lowest energies $a$ and $c$, `f_in_core_error` states

$$0\le a-E\le s,\qquad s=\sqrt{g^2/4+b^2}-g/2,\qquad g=c-a.$$

The number $s$ is `mixingShift (c - a) ‖B‖`. No ordering of $a$ and $c$ is assumed, so the frozen occupation may be the higher one.

The potential is taken to reproduce $a$ exactly. Errors from fitting it, or from the response of the core, do not enter. Within this finite two-occupation model, the bound limits what an f-in-core calculation loses by leaving out the second occupation, once $a$, $b$ and $c$ are known.

## Freezing never lowers the energy

Expanding a state in eigenvectors of a Hermitian matrix $H$ with lowest energy $e$ gives $v^\dagger Hv\ge e\|v\|^2$. For a normalised state this is the usual variational principle. The lemma `variational` obtains it by showing that $H-e$ has nonnegative eigenvalues and is therefore positive semidefinite.

Let $x$ be a lowest eigenvector of $A$. The trial state $(x,0)$ has expectation value $a\|x\|^2$ in the full Hamiltonian, so $E\|x\|^2\le a\|x\|^2$. Dividing by $\|x\|^2>0$ gives $E\le a$. In Lean the trial state is `Sum.elim x 0`.

## The second occupation lowers it by at most the two-level shift

Write $R=\sqrt{g^2/4+b^2}$. Since $R\ge|g|/2$, both $s=R-g/2$ and $s+g=R+g/2$ are nonnegative, and their product is

$$s(s+g)=R^2-g^2/4=b^2.$$

This is `mixingShift_secular`.

Now let $(x,y)$ be an eigenvector of the full matrix with real eigenvalue $\mu$. The two off-diagonal terms are complex conjugates, so `mixed_state` gives

$$\mu(\|x\|^2+\|y\|^2)=x^\dagger Ax+y^\dagger Cy+2\,\mathrm{Re}\,x^\dagger By.$$

The block energies are at least $a\|x\|^2$ and $c\|y\|^2$. By Cauchy–Schwarz and $\|By\|\le b\|y\|$, the last term is at least $-2b\|x\|\|y\|$; this is twice the inequality `coupling_bound`. Completing the square,

$$0\le\left(\sqrt{s}\,\|x\|-\sqrt{s+g}\,\|y\|\right)^2
= s\|x\|^2+(s+g)\|y\|^2-2b\|x\|\|y\|.$$

Since $c-(s+g)=a-s$, it follows that

$$\mu(\|x\|^2+\|y\|^2)\ge(a-s)(\|x\|^2+\|y\|^2),$$

and hence $\mu\ge a-s$. This is `eigenvalue_ge`, and the choice $\mu=E$ completes the bound. The Lean proof avoids the two square roots by comparing the squares of $s\|x\|^2+(s+g)\|y\|^2$ and $2b\|x\|\|y\|$, whose difference is $(s\|x\|^2-(s+g)\|y\|^2)^2$.

## Crossings, gaps and a case of equality

At a valence crossing $g=0$, so $s=b$ and the error is at most $\|B\|$ (`error_at_crossing`). If $a<c$, then $sg\le s(s+g)=b^2$, which gives the second-order form $a-E\le b^2/(c-a)$ (`error_second_order`).

The theorem `error_bound_sharp` takes blocks $a\mathbf 1$ and $c\mathbf 1$ of equal positive dimension, with coupling $b\mathbf 1$ and $b>0$. Its eigenvector has every first-block component equal to $s+g$ and every second-block component equal to $-b$. The two rows of the eigenvalue equation read

$$a(s+g)-b^2=(a-s)(s+g),\qquad b(s+g)-cb=(a-s)(-b).$$

So $a-s$ is an eigenvalue, and `eigenvalue_ge` shows that none lies lower: the error equals the bound. After normalisation, the two occupations have weights $(s+g)/(2s+g)$ and $s/(2s+g)$, which are both one half at a crossing.
